# For Hermitian $P$ with $P^2=2P$, an atom's population lies within its Wiberg valence of an even integer

In a closed-shell determinant, an atom that shares no electrons holds whole pairs. Weak bonding lets its population drift from an even number, and the question is how far. In an orthonormal basis, let $P$ be the determinant's spin-summed density matrix and $A$ the set of basis functions on the atom. With

$$N_A=\sum_{m\in A}P_{mm},\qquad V_A=\sum_{m\in A}\sum_{n\notin A}|P_{mn}|^2,$$

some natural number $k$ satisfies $|N_A-2k|\le V_A$. For a single closed-shell determinant in a finite basis, a population of 7.3 therefore requires a valence of at least 0.7.

## An orthonormal basis split into atom and surroundings

Orthonormality lets the electrons be divided between the atom and the rest with no overlap populations to share out. It enters through the definitions: $N_A$ and $V_A$ contain no overlap matrix. In an overlapping basis with overlap $S$, the closed-shell condition reads $PSP=2P$, and the statement applies to $S^{1/2}PS^{1/2}$ instead.

In Lean, the finite type `ι` labels the basis functions and `A : Finset ι` is any subset, so a fragment is allowed too. `population` takes real parts, which loses nothing for Hermitian $P$.

```lean
import Mathlib

open Matrix

namespace ValenceIntegerCharge

noncomputable section

variable {ι : Type*} [Fintype ι] [DecidableEq ι]

/-- The electron population of the atom `A`: the real part of the trace of its diagonal block. -/
def population (P : Matrix ι ι ℂ) (A : Finset ι) : ℝ := ∑ m ∈ A, (P m m).re

/-- The Wiberg valence of the atom `A`: the sum of `|P m n|²` over `m` on and `n` off the atom. -/
def valence (P : Matrix ι ι ℂ) (A : Finset ι) : ℝ := ∑ m ∈ A, ∑ n ∈ Aᶜ, ‖P m n‖ ^ 2
```

Let $Q$ be the diagonal projector onto $A$. The atomic block $B=QPQ$ and the bond block $M=QP(1-Q)$ keep the size of $P$, so $B$ has extra zero eigenvalues, which contribute nothing below.

```lean
/-- The projector onto the basis functions of the atom `A`. -/
def atomProj (A : Finset ι) : Matrix ι ι ℂ := diagonal fun i => if i ∈ A then 1 else 0

/-- The density matrix projected onto the atom on both sides. -/
def atomBlock (P : Matrix ι ι ℂ) (A : Finset ι) : Matrix ι ι ℂ :=
  atomProj A * P * atomProj A

/-- The part of the density matrix that connects the atom to the rest of the molecule. -/
def bondBlock (P : Matrix ι ι ℂ) (A : Finset ι) : Matrix ι ι ℂ :=
  atomProj A * P * (1 - atomProj A)
```

The next two lemmas state $Q^2=Q$ and $Q^\dagger=Q$.

```lean
lemma atomProj_sq (A : Finset ι) : atomProj A * atomProj A = atomProj A := by
  unfold atomProj
  rw [diagonal_mul_diagonal]
  congr 1
  funext i
  by_cases h : i ∈ A <;> simp [h]

omit [Fintype ι] in
lemma atomProj_herm (A : Finset ι) : (atomProj A)ᴴ = atomProj A := by
  unfold atomProj
  rw [diagonal_conjTranspose]
  congr 1
  funext i
  by_cases h : i ∈ A <;> simp [h]
```

## Hermiticity gives real occupations

The hypothesis `hP : P.IsHermitian` holds for the density matrix of any electronic state. By hand it is used twice: $B^\dagger=B$ gives real eigenvalues $d_i$ with orthonormal eigenvectors $u_i$, and $M^\dagger=(1-Q)PQ$ gives $MM^\dagger=QP(1-Q)PQ$. In the proof these are the uses of `hP.eq` here and in `idempotency_defect`.

Without it the bound fails. The matrix with rows $(1,\tfrac12)$ and $(2,1)$ satisfies $P^2=2P$, but its first centre has population 1 and valence $\tfrac14$.

```lean
/-- The atomic block of a Hermitian density matrix is Hermitian. -/
theorem atomBlock_isHermitian {P : Matrix ι ι ℂ} (hP : P.IsHermitian) (A : Finset ι) :
    (atomBlock P A).IsHermitian := by
  unfold Matrix.IsHermitian atomBlock
  rw [conjTranspose_mul, conjTranspose_mul, atomProj_herm, hP.eq, mul_assoc]
```

## $P^2=2P$ means doubly occupied orbitals

The hypothesis `hP2` says that every natural orbital holds two electrons or none, as in a closed-shell determinant. Without it, one singly occupied orbital, $P=(1)$, has population 1 and valence 0.

By hand it is used once:

$$MM^\dagger=QP(1-Q)PQ=QP^2Q-QPQPQ=2B-B^2.$$

The Lean calculation runs from right to left, and `rw [hP2, hQ]` is the step that uses idempotency.

```lean
/-- The failure of the atomic block `B` to satisfy `B² = 2B` is the bond block times its adjoint. -/
theorem idempotency_defect {P : Matrix ι ι ℂ} (hP : P.IsHermitian) (hP2 : P * P = 2 • P)
    (A : Finset ι) :
    2 • atomBlock P A - atomBlock P A * atomBlock P A = bondBlock P A * (bondBlock P A)ᴴ := by
  have hQ := atomProj_sq A
  have hM : (bondBlock P A)ᴴ = (1 - atomProj A) * (P * atomProj A) := by
    unfold bondBlock
    rw [conjTranspose_mul, conjTranspose_mul, conjTranspose_sub, conjTranspose_one,
      atomProj_herm, hP.eq]
  rw [hM]
  unfold atomBlock bondBlock
  generalize atomProj A = Q at hQ ⊢
  have h1 : (1 - Q) * (1 - Q) = 1 - Q := by
    calc (1 - Q) * (1 - Q) = 1 - Q - Q + Q * Q := by noncomm_ring
      _ = 1 - Q := by rw [hQ]; abel
  calc 2 • (Q * P * Q) - Q * P * Q * (Q * P * Q)
      = Q * (2 • P) * Q - Q * P * (Q * Q) * P * Q := by noncomm_ring
    _ = Q * (P * P) * Q - Q * P * Q * P * Q := by rw [hP2, hQ]
    _ = Q * P * (1 - Q) * (P * Q) := by noncomm_ring
    _ = Q * P * ((1 - Q) * (1 - Q)) * (P * Q) := by rw [h1]
    _ = Q * P * (1 - Q) * ((1 - Q) * (P * Q)) := by simp only [mul_assoc]
```

The traces are $\operatorname{tr}B=N_A$ and $\operatorname{tr}MM^\dagger=\sum_{ij}|M_{ij}|^2=V_A$.

```lean
lemma trace_atomBlock (P : Matrix ι ι ℂ) (A : Finset ι) :
    (atomBlock P A).trace.re = population P A := by
  have h : ∀ i, (atomBlock P A i i).re = if i ∈ A then (P i i).re else 0 := by
    intro i
    by_cases hi : i ∈ A <;> simp [atomBlock, atomProj, hi]
  simp only [trace, diag_apply, Complex.re_sum, h, population, Finset.sum_ite_mem,
    Finset.univ_inter]

omit [DecidableEq ι] in
lemma row_norm (N : Matrix ι ι ℂ) (i : ι) : ((N * Nᴴ) i i).re = ∑ j, ‖N i j‖ ^ 2 := by
  rw [mul_apply, Complex.re_sum]
  refine Finset.sum_congr rfl fun j _ => ?_
  rw [conjTranspose_apply, Complex.sq_norm, Complex.normSq_apply]
  simp [Complex.mul_re]

lemma trace_bondBlock (P : Matrix ι ι ℂ) (A : Finset ι) :
    (bondBlock P A * (bondBlock P A)ᴴ).trace.re = valence P A := by
  have h : ∀ i j, ‖bondBlock P A i j‖ ^ 2 =
      if i ∈ A then (if j ∈ Aᶜ then ‖P i j‖ ^ 2 else 0) else 0 := by
    intro i j
    rw [bondBlock, mul_sub, mul_one]
    by_cases hi : i ∈ A <;> by_cases hj : j ∈ A <;> simp [atomProj, hi, hj]
  have h2 : ∀ i, ∑ j, ‖bondBlock P A i j‖ ^ 2 =
      if i ∈ A then ∑ j ∈ Aᶜ, ‖P i j‖ ^ 2 else 0 := by
    intro i
    by_cases hi : i ∈ A
    · simp only [h, hi, ↓reduceIte, Finset.sum_ite_mem, Finset.univ_inter]
    · simp [h, hi]
  simp only [trace, diag_apply, Complex.re_sum, row_norm, h2, valence, Finset.sum_ite_mem,
    Finset.univ_inter]
```

In the eigenbasis of $B$,

$$d_i(2-d_i)=u_i^\dagger MM^\dagger u_i=\|M^\dagger u_i\|^2\ge0,$$

and summing over $i$ gives $\sum_i d_i=N_A$ and $\sum_i d_i(2-d_i)=V_A$. Lean collects the eigenvectors in a unitary `U` with $BU=UD$, where $D$ is the diagonal matrix of the $d_i$. It reads the inequality off the diagonal of $(U^\dagger M)(U^\dagger M)^\dagger$.

```lean
lemma mul_eigenvectors {B : Matrix ι ι ℂ} (hB : B.IsHermitian) :
    B * (hB.eigenvectorUnitary : Matrix ι ι ℂ) =
      (hB.eigenvectorUnitary : Matrix ι ι ℂ) * diagonal fun i => (hB.eigenvalues i : ℂ) := by
  ext i j
  have h := congrFun (hB.mulVec_eigenvectorBasis j) i
  rw [mul_diagonal]
  simpa [mul_apply, mulVec, dotProduct, IsHermitian.eigenvectorUnitary_apply, mul_comm] using h

/-- The eigenvalues `d` of the atomic block satisfy `d (2 - d) ≥ 0`; they sum to the population,
and the products `d (2 - d)` sum to the valence. -/
theorem atomic_occupations {P : Matrix ι ι ℂ} (hP : P.IsHermitian) (hP2 : P * P = 2 • P)
    (A : Finset ι) :
    let d := (atomBlock_isHermitian hP A).eigenvalues
    (∀ i, 0 ≤ d i * (2 - d i)) ∧ ∑ i, d i = population P A ∧
      ∑ i, d i * (2 - d i) = valence P A := by
  intro d
  have hBU := mul_eigenvectors (atomBlock_isHermitian hP A)
  have hU := mem_unitaryGroup_iff'.1 (atomBlock_isHermitian hP A).eigenvectorUnitary.2
  rw [star_eq_conjTranspose] at hU
  change _ = _ * diagonal (fun i => (d i : ℂ)) at hBU
  generalize ((atomBlock_isHermitian hP A).eigenvectorUnitary : Matrix ι ι ℂ) = U at hBU hU
  have hUU : U * Uᴴ = 1 := mul_eq_one_comm.mp hU
  have hdef := idempotency_defect hP hP2 A
  have htB := trace_atomBlock P A
  have htM := trace_bondBlock P A
  generalize atomBlock P A = B at hBU hdef htB
  generalize bondBlock P A = M at hdef htM
  -- a change of basis preserves the trace
  have htr : ∀ X : Matrix ι ι ℂ, (Uᴴ * (X * U)).trace = X.trace := by
    intro X
    rw [trace_mul_comm, mul_assoc, hUU, mul_one]
  -- the defect in the eigenbasis of the atomic block
  have hN : (Uᴴ * M) * (Uᴴ * M)ᴴ = Uᴴ * ((M * Mᴴ) * U) := by
    rw [conjTranspose_mul, conjTranspose_conjTranspose]
    simp only [mul_assoc]
  have hD : Uᴴ * ((M * Mᴴ) * U) = 2 • diagonal (fun i => (d i : ℂ)) -
      diagonal (fun i => (d i : ℂ)) * diagonal (fun i => (d i : ℂ)) := by
    rw [← hdef, sub_mul, smul_mul_assoc, mul_assoc B B U, hBU, ← mul_assoc B U, hBU,
      mul_sub, mul_smul_comm, ← mul_assoc, hU, one_mul, mul_assoc U, ← mul_assoc Uᴴ U,
      hU, one_mul]
  have hentry : ∀ i, ((Uᴴ * ((M * Mᴴ) * U)) i i).re = d i * (2 - d i) := by
    intro i
    rw [hD, diagonal_mul_diagonal, two_smul]
    simp only [Matrix.sub_apply, Matrix.add_apply, diagonal_apply_eq, Complex.sub_re, Complex.add_re,
      Complex.mul_re, Complex.ofReal_re, Complex.ofReal_im]
    ring
  refine ⟨fun i => ?_, ?_, ?_⟩
  · rw [← hentry, ← hN, row_norm]
    positivity
  · rw [← htB, ← htr B, hBU, ← mul_assoc, hU, one_mul]
    simp [trace]
  · rw [← htM, ← htr (M * Mᴴ)]
    simp only [trace, diag_apply, Complex.re_sum, hentry]
```

Each $d_i$ thus lies in $[0,2]$. If $d_i\ge1$, then $2-d_i\le d_i(2-d_i)$; if $d_i<1$, then $d_i\le d_i(2-d_i)$. So rounding $d_i$ to 2 or 0 respectively costs at most $d_i(2-d_i)$.

```lean
/-- An occupation `x` with `x (2 - x) ≥ 0` lies within `x (2 - x)` of 2 if `x ≥ 1`, and of 0
otherwise. -/
theorem round_occupation {x : ℝ} (hx : 0 ≤ x * (2 - x)) :
    |x - 2 * (if 1 ≤ x then 1 else 0)| ≤ x * (2 - x) := by
  split_ifs with h
  · have h2 : x ≤ 2 := by
      by_contra hc
      nlinarith [not_le.mp hc]
    rw [abs_le]
    constructor <;> nlinarith
  · have h1 : x < 1 := not_le.mp h
    have h0 : 0 ≤ x := by
      by_contra hc
      nlinarith [not_le.mp hc]
    rw [abs_le]
    constructor <;> nlinarith
```

Let $k$ count the eigenvalues with $d_i\ge1$, and let $r_i\in\{0,2\}$ be the rounded values. Then

$$|N_A-2k|\le\sum_i|d_i-r_i|\le\sum_i d_i(2-d_i)=V_A.$$

```lean
/-- Some even integer lies within the Wiberg valence of an atom of its electron population. -/
theorem even_integer_within_valence {P : Matrix ι ι ℂ} (hP : P.IsHermitian)
    (hP2 : P * P = 2 • P) (A : Finset ι) :
    ∃ k : ℕ, |population P A - 2 * k| ≤ valence P A := by
  obtain ⟨h0, h1, h2⟩ := atomic_occupations hP hP2 A
  -- count the eigenvalues that round to a full pair
  refine ⟨∑ i, if 1 ≤ (atomBlock_isHermitian hP A).eigenvalues i then 1 else 0, ?_⟩
  rw [← h1, ← h2]
  push_cast
  rw [Finset.mul_sum, ← Finset.sum_sub_distrib]
  exact (Finset.abs_sum_le_sum_abs _ _).trans
    (Finset.sum_le_sum fun i _ => round_occupation (h0 i))
```

## Zero valence, valence below one, odd population

Three further hypotheses, each added to `hP` and `hP2`, describe particular atoms in a closed-shell determinant.

`valence P A = 0` means that the atom shares no electrons with the rest; it may still be bound electrostatically, as an ion. The bound becomes $|N_A-2k|\le0$, so the population is even.

```lean
/-- An atom of zero valence has an even integer population. -/
theorem even_population_of_valence_zero {P : Matrix ι ι ℂ} (hP : P.IsHermitian)
    (hP2 : P * P = 2 • P) (A : Finset ι) (hV : valence P A = 0) :
    ∃ k : ℕ, population P A = 2 * k := by
  obtain ⟨k, hk⟩ := even_integer_within_valence hP hP2 A
  rw [hV] at hk
  exact ⟨k, sub_eq_zero.mp (abs_nonpos_iff.mp hk)⟩
```

`valence P A < 1` means that the atom's Wiberg bond indices to the rest add up to less than one. Two even integers within $V_A$ of $N_A$ differ by less than 2, so they coincide and the number of pairs is unique.

```lean
/-- If the valence is below one, exactly one number of electron pairs `k` has `2k` within the
valence of the population. -/
theorem unique_pair_number {P : Matrix ι ι ℂ} (hP : P.IsHermitian)
    (hP2 : P * P = 2 • P) (A : Finset ι) (hV : valence P A < 1) :
    ∃! k : ℕ, |population P A - 2 * k| ≤ valence P A := by
  obtain ⟨k, hk⟩ := even_integer_within_valence hP hP2 A
  refine ⟨k, hk, fun j hj => ?_⟩
  have hj' := abs_le.mp hj
  have hk' := abs_le.mp hk
  have h1 : (j : ℝ) < k + 1 := by linarith [hj'.1, hk'.2]
  have h2 : (k : ℝ) < j + 1 := by linarith [hj'.2, hk'.1]
  have h3 : j < k + 1 := by exact_mod_cast h1
  have h4 : k < j + 1 := by exact_mod_cast h2
  omega
```

An odd population $2n+1$ is at least 1 from every even integer, so $V_A\ge1$. The proof compares $k$ with $n$. An even population gives no such lower bound: an isolated doubly occupied orbital has valence 0.

```lean
/-- An atom whose population is an odd integer has valence at least one. -/
theorem one_le_valence_of_odd {P : Matrix ι ι ℂ} (hP : P.IsHermitian)
    (hP2 : P * P = 2 • P) (A : Finset ι) (n : ℕ) (hn : population P A = 2 * n + 1) :
    1 ≤ valence P A := by
  obtain ⟨k, hk⟩ := even_integer_within_valence hP hP2 A
  rw [hn] at hk
  have hk' := abs_le.mp hk
  rcases Nat.lt_or_ge n k with h | h
  · have h' : (n : ℝ) + 1 ≤ k := by exact_mod_cast h
    linarith [hk'.1]
  · have h' : (k : ℝ) ≤ n := by exact_mod_cast h
    linarith [hk'.2]
```

## An evenly shared pair attains the bound

For two electrons in $(\chi_0+\chi_1)/\sqrt2$, with $\chi_0,\chi_1$ the two basis functions, every entry of $P$ is 1. One centre has population 1 and valence 1, and no even integer is closer than 1. The even-population result therefore fails if its zero-valence hypothesis is dropped, and uniqueness already fails at valence one, where $k=0$ and $k=1$ both qualify. The bound is not always attained: a single pair with a small population $d>0$ on the atom has valence $d(2-d)$, nearly twice the distance $d$ to the nearest even integer.

```lean
/-- The density matrix of a doubly occupied, evenly shared two-centre bond orbital. -/
def sharedPair : Matrix (Fin 2) (Fin 2) ℂ := !![1, 1; 1, 1]

/-- The shared pair meets the hypotheses; one centre has population 1 and valence 1, and no even
integer is closer to its population than the valence. -/
theorem sharedPair_witness :
    sharedPair.IsHermitian ∧ sharedPair * sharedPair = 2 • sharedPair ∧
      population sharedPair {0} = 1 ∧ valence sharedPair {0} = 1 ∧
      ∀ k : ℤ, valence sharedPair {0} ≤ |population sharedPair {0} - 2 * k| := by
  have hc : ({0} : Finset (Fin 2))ᶜ = {1} := by decide
  have hp : population sharedPair {0} = 1 := by simp [population, sharedPair]
  have hv : valence sharedPair {0} = 1 := by simp [valence, hc, sharedPair]
  refine ⟨?_, ?_, hp, hv, fun k => ?_⟩
  · ext i j
    fin_cases i <;> fin_cases j <;> simp [sharedPair]
  · ext i j
    fin_cases i <;> fin_cases j <;>
      norm_num [sharedPair, Matrix.mul_apply, Fin.sum_univ_succ]
  · rw [hp, hv]
    have h : (1 : ℤ) ≤ |1 - 2 * k| := Int.one_le_abs (by omega)
    exact_mod_cast h

end

end ValenceIntegerCharge
```

```lean
#print axioms ValenceIntegerCharge.even_integer_within_valence
-- 'ValenceIntegerCharge.even_integer_within_valence' depends on axioms: [propext, Classical.choice, Quot.sound]
#print axioms ValenceIntegerCharge.even_population_of_valence_zero
-- 'ValenceIntegerCharge.even_population_of_valence_zero' depends on axioms: [propext, Classical.choice, Quot.sound]
#print axioms ValenceIntegerCharge.unique_pair_number
-- 'ValenceIntegerCharge.unique_pair_number' depends on axioms: [propext, Classical.choice, Quot.sound]
#print axioms ValenceIntegerCharge.one_le_valence_of_odd
-- 'ValenceIntegerCharge.one_le_valence_of_odd' depends on axioms: [propext, Classical.choice, Quot.sound]
```
